# In three dimensions, a rotation through a nontrivial angle followed by a translation is a screw motion

Superimposing one unit of a helical chain on the next gives a rotation and a translation. Applying this motion repeatedly extends the chain, and when the rotation is not the identity, the helix axis and the rise per unit can be computed from it. The parts below locate that axis and find the rise, for rigid units related by one exactly known motion; fitting and rounding errors do not enter.

## The motion and a candidate point on its axis

Vectors are real triples, `Fin 3 → ℝ`, with components numbered 0, 1, 2. Write \(\langle u,v\rangle\) for the dot product (`⬝ᵥ`), \(u\times v\) for the cross product (`⨯₃`) and \(|u|^2=\langle u,u\rangle\).

```lean
import Mathlib

open Matrix
open Real (sin cos)

namespace ScrewMotion

noncomputable section
```

Let \(n\) be the direction of the rotation axis and \(t\) the angle in radians. The rotation \(R\), called `rot n t` in Lean, is given by the Rodrigues formula

\[
Rx=\cos t\,x+\sin t\,(n\times x)+(1-\cos t)\langle n,x\rangle n .
\]

It turns vectors, not coordinate axes, and follows the right-hand rule. The hypothesis `hn : n ⬝ᵥ n = 1` makes \(n\) a unit vector.

```lean
/-- The Rodrigues formula for the rotation of `x` by the angle `t` about the unit axis `n`. -/
def rot (n : Fin 3 → ℝ) (t : ℝ) (x : Fin 3 → ℝ) : Fin 3 → ℝ :=
  cos t • x + sin t • (n ⨯₃ x) + ((1 - cos t) * (n ⬝ᵥ x)) • n
```

Let \(b\) be the translation, applied after the rotation, so that the motion is \(x\mapsto Rx+b\). Put

\[
p=b-\langle n,b\rangle n,\qquad k=\frac{\sin t}{1-\cos t},\qquad c=\tfrac12\,(p+k\,n\times b).
\]

Here \(p\) is the part of \(b\) normal to \(n\), and \(c\) is `center n t b`. The hypothesis `ht : cos t ≠ 1` excludes whole turns, for which \(R\) is the identity and singles out no axis.

```lean
/-- The centre attached to the rotation about the unit axis `n` by the angle `t` and the
translation `b`, for `cos t ≠ 1`. -/
def center (n : Fin 3 → ℝ) (t : ℝ) (b : Fin 3 → ℝ) : Fin 3 → ℝ :=
  (1 / 2 : ℝ) • (b - (n ⬝ᵥ b) • n + (sin t / (1 - cos t)) • (n ⨯₃ b))
```

## (a) Two cross products with the axis

For a unit vector \(n\), show that

\[
n\times(n\times x)=\langle n,x\rangle n-x .
\]

**Solution.** Component 0 of the left side is

\[
n_1(n_0x_1-n_1x_0)-n_2(n_2x_0-n_0x_2)=n_0\langle n,x\rangle-|n|^2x_0 ,
\]

and \(|n|^2=1\). Components 1 and 2 follow by cyclic permutation. Lean treats the three components in turn, each time using the unit length as `h`.

```lean
variable {n : Fin 3 → ℝ}

/-- Taking the cross product with a unit vector `n` twice gives minus the part of `x`
normal to `n`. -/
theorem unit_cross_cross (hn : n ⬝ᵥ n = 1) (x : Fin 3 → ℝ) :
    n ⨯₃ (n ⨯₃ x) = (n ⬝ᵥ x) • n - x := by
  have h : n 0 * n 0 + n 1 * n 1 + n 2 * n 2 = 1 := by
    simpa [dotProduct, Fin.sum_univ_three] using hn
  ext i
  fin_cases i
  · simp [cross_apply, dotProduct, Fin.sum_univ_three]
    linear_combination (-x 0) * h
  · simp [cross_apply, dotProduct, Fin.sum_univ_three]
    linear_combination (-x 1) * h
  · simp [cross_apply, dotProduct, Fin.sum_univ_three]
    linear_combination (-x 2) * h
```

## (b) The component along the axis

For a unit vector \(n\), show that \(\langle n,Rx\rangle=\langle n,x\rangle\).

**Solution.** Since \(n\times x\) is normal to \(n\),

\[
\langle n,Rx\rangle=\cos t\,\langle n,x\rangle+0+(1-\cos t)\langle n,x\rangle=\langle n,x\rangle .
\]

```lean
/-- A rotation about the unit axis `n` leaves the component along `n` unchanged. -/
theorem dot_rot (hn : n ⬝ᵥ n = 1) (t : ℝ) (x : Fin 3 → ℝ) :
    n ⬝ᵥ rot n t x = n ⬝ᵥ x := by
  unfold rot
  simp only [dotProduct_add, dotProduct_smul, smul_eq_mul, dot_self_cross, hn]
  ring
```

## (c) How the centre moves

From here to part (h), \(n\) is a unit vector and \(\cos t\ne1\). Show that

\[
Rc+b=c+\langle n,b\rangle n .
\]

**Solution.** Both \(p\) and \(n\times b\) are normal to \(n\), so \(\langle n,c\rangle=0\). Also \(n\times p=n\times b\), and (a) gives \(n\times(n\times b)=-p\). Hence \(n\times c=\tfrac12(n\times b-k\,p)\) and

\[
Rc=\cos t\,c+\sin t\,(n\times c)=\tfrac12\big[(\cos t-k\sin t)\,p+(k\cos t+\sin t)\,n\times b\big].
\]

The definition of \(k\) gives \(k(1-\cos t)=\sin t\), so the second coefficient is \(k\). It also gives \(k\sin t=\sin^2t/(1-\cos t)=1+\cos t\), so the first is \(-1\). Therefore \(Rc=\tfrac12(-p+k\,n\times b)=c-p\), and adding \(b=p+\langle n,b\rangle n\) gives the claim.

In Lean, `h1` and `h2` are the two identities for \(k\), while `hc` and `hx` give \(\langle n,c\rangle\) and \(n\times c\). Once `hc` and `hx` have been substituted, the last line combines `h1` and `h2` component by component.

```lean
/-- For a unit axis `n` and `cos t ≠ 1`, rotation followed by the translation `b` moves the
centre by `⟨n, b⟩` along the axis. -/
theorem rot_center (hn : n ⬝ᵥ n = 1) {t : ℝ} (ht : cos t ≠ 1) (b : Fin 3 → ℝ) :
    rot n t (center n t b) + b = center n t b + (n ⬝ᵥ b) • n := by
  have h0 : 1 - cos t ≠ 0 := sub_ne_zero.mpr ht.symm
  have h1 : sin t / (1 - cos t) * (1 - cos t) = sin t := div_mul_cancel₀ _ h0
  have h2 : sin t / (1 - cos t) * sin t = 1 + cos t := by
    apply mul_right_cancel₀ h0
    linear_combination sin t * h1 + Real.sin_sq_add_cos_sq t
  -- the centre lies in the plane through the origin normal to `n`
  have hc : n ⬝ᵥ center n t b = 0 := by
    unfold center
    simp only [dotProduct_add, dotProduct_sub, dotProduct_smul, smul_eq_mul,
      dot_self_cross, hn]
    ring
  have hx : n ⨯₃ center n t b = (1 / 2 : ℝ) •
      (n ⨯₃ b - (sin t / (1 - cos t)) • (b - (n ⬝ᵥ b) • n)) := by
    unfold center
    simp only [map_smul, map_add, map_sub, cross_self, unit_cross_cross hn]
    module
  unfold rot
  rw [hc, hx]
  unfold center
  ext i
  simp only [Pi.add_apply, Pi.sub_apply, Pi.smul_apply, smul_eq_mul]
  linear_combination (-(b i - (n ⬝ᵥ b) * n i) / 2) * h2 - ((n ⨯₃ b) i / 2) * h1
```

## (d) The whole motion seen from the centre

Show that for every \(x\)

\[
Rx+b=c+R(x-c)+\langle n,b\rangle n .
\]

**Solution.** \(R\) is linear, so \(Rx=R(x-c)+Rc\). Add \(b\) and replace \(Rc+b\) by (c). The motion is thus a rotation about the line through \(c\) along \(n\), followed by a slide along that line.

The Lean proof turns on `linear_combination (norm := module)`. The tactic subtracts the supplied equation, here (c), from the goal and leaves an identity that has to hold without further hypotheses. By default that identity goes to a normaliser for commutative rings. Here it relates vectors with scalar coefficients, so `module` takes over: it treats \(Rx\), \(Rc\), \(c\), \(b\) and \(n\) as unknown vectors and compares their coefficients. It does not know \(\sin^2t+\cos^2t=1\), and such relations have to be supplied, as in (c). The same device closes vector equations in (e), (g) and (h).

```lean
/-- For a unit axis `n` and `cos t ≠ 1`, the rigid motion `x ↦ R x + b` is the rotation about
the line through the centre along `n`, followed by a slide `⟨n, b⟩` along `n`. -/
theorem screw_form (hn : n ⬝ᵥ n = 1) {t : ℝ} (ht : cos t ≠ 1) (b x : Fin 3 → ℝ) :
    rot n t x + b =
      center n t b + rot n t (x - center n t b) + (n ⬝ᵥ b) • n := by
  have hsub : rot n t (x - center n t b) = rot n t x - rot n t (center n t b) := by
    unfold rot
    simp only [map_sub, dotProduct_sub]
    module
  rw [hsub]
  linear_combination (norm := module) rot_center hn ht b
```

## (e) The displacement of an arbitrary point

Show that

\[
Rx+b-x=\sin t\,\big(n\times(x-c)\big)+(1-\cos t)\,n\times\big(n\times(x-c)\big)+\langle n,b\rangle n .
\]

**Solution.** Put \(y=x-c\). The Rodrigues formula and (a) give

\[
Ry-y=\sin t\,(n\times y)+(1-\cos t)\big(\langle n,y\rangle n-y\big)=\sin t\,(n\times y)+(1-\cos t)\,n\times(n\times y).
\]

By (d), \(Rx+b-x=Ry-y+\langle n,b\rangle n\).

```lean
/-- For a unit axis `n` and `cos t ≠ 1`, the displacement of `x` is a slide along `n` plus two
terms built from the cross product of `n` with the position relative to the centre. -/
theorem displacement (hn : n ⬝ᵥ n = 1) {t : ℝ} (ht : cos t ≠ 1) (b x : Fin 3 → ℝ) :
    rot n t x + b - x = sin t • (n ⨯₃ (x - center n t b))
      + (1 - cos t) • (n ⨯₃ (n ⨯₃ (x - center n t b))) + (n ⬝ᵥ b) • n := by
  have h1 : rot n t (x - center n t b) - (x - center n t b) =
      sin t • (n ⨯₃ (x - center n t b))
        + (1 - cos t) • (n ⨯₃ (n ⨯₃ (x - center n t b))) := by
    rw [unit_cross_cross hn]
    unfold rot
    module
  linear_combination (norm := module) h1 + screw_form hn ht b x
```

## (f) The length of the displacement

Show that

\[
|Rx+b-x|^2=\langle n,b\rangle^2+2(1-\cos t)\,|n\times(x-c)|^2 .
\]

**Solution.** Put \(q=n\times(x-c)\). Its length is the distance of \(x\) from the line through \(c\) along \(n\). The vectors \(q\), \(n\times q\) and \(n\) are mutually orthogonal, and \(|n\times q|^2=|n|^2|q|^2-\langle n,q\rangle^2=|q|^2\). All cross terms in the square of (e) vanish, which leaves

\[
\big(\sin^2t+(1-\cos t)^2\big)|q|^2+\langle n,b\rangle^2=2(1-\cos t)|q|^2+\langle n,b\rangle^2 .
\]

In Lean, `generalize` replaces the cross product by `q`, and `a1` to `a7` record the dot products.

```lean
/-- For a unit axis `n` and `cos t ≠ 1`, the squared displacement of `x` is `⟨n, b⟩²` plus
`2 (1 - cos t)` times the squared distance of `x` from the line through the centre along `n`. -/
theorem displacement_sq (hn : n ⬝ᵥ n = 1) {t : ℝ} (ht : cos t ≠ 1) (b x : Fin 3 → ℝ) :
    (rot n t x + b - x) ⬝ᵥ (rot n t x + b - x) = (n ⬝ᵥ b) ^ 2 + 2 * (1 - cos t) *
      ((n ⨯₃ (x - center n t b)) ⬝ᵥ (n ⨯₃ (x - center n t b))) := by
  rw [displacement hn ht b x]
  have a1 : n ⬝ᵥ (n ⨯₃ (x - center n t b)) = 0 := dot_self_cross _ _
  generalize n ⨯₃ (x - center n t b) = q at a1 ⊢
  -- q, n × q and n are mutually orthogonal, and q and n × q have equal length
  have a2 : q ⬝ᵥ n = 0 := by rw [dotProduct_comm, a1]
  have a3 : n ⬝ᵥ (n ⨯₃ q) = 0 := dot_self_cross _ _
  have a4 : (n ⨯₃ q) ⬝ᵥ n = 0 := by rw [dotProduct_comm, a3]
  have a5 : q ⬝ᵥ (n ⨯₃ q) = 0 := dot_cross_self _ _
  have a6 : (n ⨯₃ q) ⬝ᵥ q = 0 := by rw [dotProduct_comm, a5]
  have a7 : (n ⨯₃ q) ⬝ᵥ (n ⨯₃ q) = q ⬝ᵥ q := by
    rw [cross_dot_cross, hn, a1, a2]
    ring
  simp only [add_dotProduct, dotProduct_add, smul_dotProduct, dotProduct_smul,
    smul_eq_mul, a1, a2, a3, a4, a5, a6, a7, hn]
  linear_combination (q ⬝ᵥ q) * Real.sin_sq_add_cos_sq t
```

## (g) The points that move least

Show that \(|Rx+b-x|^2\ge\langle n,b\rangle^2\) for every \(x\), with equality exactly when \(x=c+s\,n\) for some real \(s\).

**Solution.** Since \(\cos t\le1\) and \(\cos t\ne1\), the factor \(1-\cos t\) is positive, and (f) gives the bound. Equality forces \(n\times(x-c)=0\). Then (a), applied to \(x-c\), gives \(x-c=\langle n,x-c\rangle n\), so \(s=\langle n,x-c\rangle\). Conversely, if \(x-c=s\,n\), the cross product vanishes and equality holds.

```lean
/-- For a unit axis `n` and `cos t ≠ 1`, no point moves by less than `|⟨n, b⟩|`, and the points
that move by exactly this distance form the line through the centre along `n`. -/
theorem least_displacement (hn : n ⬝ᵥ n = 1) {t : ℝ} (ht : cos t ≠ 1) (b x : Fin 3 → ℝ) :
    (n ⬝ᵥ b) ^ 2 ≤ (rot n t x + b - x) ⬝ᵥ (rot n t x + b - x) ∧
    ((rot n t x + b - x) ⬝ᵥ (rot n t x + b - x) = (n ⬝ᵥ b) ^ 2 ↔
      ∃ s : ℝ, x = center n t b + s • n) := by
  have hpos : 0 < 1 - cos t := sub_pos.mpr (lt_of_le_of_ne (Real.cos_le_one t) ht)
  rw [displacement_sq hn ht b x]
  constructor
  · have hq : 0 ≤ (n ⨯₃ (x - center n t b)) ⬝ᵥ (n ⨯₃ (x - center n t b)) :=
      Finset.sum_nonneg fun i _ => mul_self_nonneg _
    have := mul_nonneg hpos.le hq
    linarith
  · constructor
    · intro h
      have h0 : (1 - cos t) *
          ((n ⨯₃ (x - center n t b)) ⬝ᵥ (n ⨯₃ (x - center n t b))) = 0 := by
        linarith
      have hq : n ⨯₃ (x - center n t b) = 0 :=
        dotProduct_self_eq_zero.mp ((mul_eq_zero.mp h0).resolve_left hpos.ne')
      -- a vector with zero cross product with n is a multiple of n
      have h2 := unit_cross_cross hn (x - center n t b)
      rw [hq, map_zero] at h2
      refine ⟨n ⬝ᵥ (x - center n t b), ?_⟩
      linear_combination (norm := module) h2
    · rintro ⟨s, hs⟩
      have hq : n ⨯₃ (x - center n t b) = 0 := by
        rw [hs, add_sub_cancel_left, map_smul, cross_self, smul_zero]
      rw [hq, dotProduct_zero, mul_zero, add_zero]
```

## (h) The screw axis and its advance

Show, in addition to (d), that for every point \(x\) and real number \(h\)

\[
Rx+b=x+h\,n\iff h=\langle n,b\rangle\ \text{ and }\ x=c+s\,n\ \text{ for some real } s .
\]

**Solution.** Assume the left side and take its component along \(n\). By (b), \(\langle n,x\rangle+\langle n,b\rangle=\langle n,x\rangle+h\), so \(h=\langle n,b\rangle\). The squared displacement is then \(h^2=\langle n,b\rangle^2\), and (g) puts \(x\) on the line. Conversely, on the line \(n\times(x-c)=0\), and (e) reduces to \(Rx+b-x=\langle n,b\rangle n\).

For the helical chain, this line is the helix axis and \(\langle n,b\rangle\) is the signed rise per unit. Chasles' theorem speaks of any proper rigid motion, whereas here the axis and angle of \(R\) are given from the start. For a general rotation matrix they would first have to be supplied by Euler's rotation theorem.

```lean
/-- Chasles' screw motion for a Rodrigues rotation about a unit axis `n` with `cos t ≠ 1`:
`x ↦ R x + b` rotates about the line through the centre along `n` and slides by `⟨n, b⟩` along it.
A point is displaced by `h n` exactly when it lies on this line and `h = ⟨n, b⟩`. -/
theorem chasles_screw (hn : n ⬝ᵥ n = 1) {t : ℝ} (ht : cos t ≠ 1) (b : Fin 3 → ℝ) :
    (∀ x, rot n t x + b =
      center n t b + rot n t (x - center n t b) + (n ⬝ᵥ b) • n) ∧
    ∀ (x : Fin 3 → ℝ) (h : ℝ), rot n t x + b = x + h • n ↔
      h = n ⬝ᵥ b ∧ ∃ s : ℝ, x = center n t b + s • n := by
  refine ⟨screw_form hn ht b, fun x h => ⟨fun hx => ?_, ?_⟩⟩
  · -- the component along n fixes the advance
    have hd := congrArg (fun v => n ⬝ᵥ v) hx
    simp only [dotProduct_add, dotProduct_smul, dot_rot hn, hn, smul_eq_mul] at hd
    have hh : h = n ⬝ᵥ b := by linarith
    refine ⟨hh, (least_displacement hn ht b x).2.mp ?_⟩
    rw [hx, add_sub_cancel_left, smul_dotProduct, dotProduct_smul, hn, hh]
    simp only [smul_eq_mul]
    ring
  · rintro ⟨rfl, s, hs⟩
    have hq : n ⨯₃ (x - center n t b) = 0 := by
      rw [hs, add_sub_cancel_left, map_smul, cross_self, smul_zero]
    have hd := displacement hn ht b x
    rw [hq, map_zero, smul_zero, smul_zero, zero_add, zero_add] at hd
    linear_combination (norm := module) hd
```

## (i) Whole turns

Now let \(\cos t=1\), and let \(n\) be any vector, not necessarily of unit length. Show that a point \(c'\) with \(Rc'+b=c'+\langle n,b\rangle n\) exists if and only if \(b=\langle n,b\rangle n\).

**Solution.** From \(\sin^2t+\cos^2t=1\) we get \(\sin t=0\), so \(Rx=x\) for all \(x\). The equation becomes \(c'+b=c'+\langle n,b\rangle n\), in which \(c'\) cancels. If the condition on \(b\) holds, every point will do, and Lean takes the origin. For a unit vector \(n\), the condition says that the translation has no part normal to \(n\), so the conclusion of (c) fails for every other \(b\).

```lean
/-- If `cos t = 1`, a point displaced by `⟨n, b⟩ n` exists only when the translation `b` itself
equals `⟨n, b⟩ n`, and then it does exist. -/
theorem no_rotation_iff (n : Fin 3 → ℝ) {t : ℝ} (ht : cos t = 1) (b : Fin 3 → ℝ) :
    (∃ c, rot n t c + b = c + (n ⬝ᵥ b) • n) ↔ b = (n ⬝ᵥ b) • n := by
  have hs : sin t = 0 := by
    have h := Real.sin_sq_add_cos_sq t
    rw [ht] at h
    exact pow_eq_zero_iff (two_ne_zero) |>.mp (by linarith)
  have hr : ∀ c, rot n t c = c := by
    intro c
    unfold rot
    rw [ht, hs]
    module
  constructor
  · rintro ⟨c, hc⟩
    rw [hr] at hc
    exact add_left_cancel hc
  · intro hb
    refine ⟨0, ?_⟩
    rw [hr, zero_add, zero_add]
    exact hb

end

end ScrewMotion
```

```lean
#print axioms ScrewMotion.chasles_screw
#print axioms ScrewMotion.no_rotation_iff
```

```
'ScrewMotion.chasles_screw' depends on axioms: [propext, Classical.choice, Quot.sound]
'ScrewMotion.no_rotation_iff' depends on axioms: [propext, Classical.choice, Quot.sound]
```
